# Bethe–Lamb quenching rate and quadratic Stark shift as weak-field limits in a finite arrow model

Take a metastable level $0$ at energy zero and finitely many decaying levels $k$ with complex energies $z_k=-L_k-iG_k/2$, where $L_k$ is real and $G_k>0$. A real field $F$ couples level $0$ to level $k$ by $Fd_k$ with $d_k$ real, and nothing else is coupled; call this matrix $H(F)$. If $\lambda(F)$ is an eigenvalue of $H(F)$ for all small $F\neq0$ and $\lambda(F)\to0$ as $F\to0$, then

$$\frac{-2\operatorname{Im}\lambda(F)}{F^2}\to\sum_k\frac{d_k^2G_k}{L_k^2+G_k^2/4},\qquad \frac{\operatorname{Re}\lambda(F)}{F^2}\to\sum_k\frac{d_k^2L_k}{L_k^2+G_k^2/4},$$

and at least one such $\lambda(F)$ exists.

Units have $\hbar=1$. A state with complex energy $z$ evolves as $e^{-izt}$, so its population falls as $e^{2\operatorname{Im}z\,t}$ and $-2\operatorname{Im}z$ is read as a decay rate. Thus $G_k$ is the radiative decay rate of level $k$, postulated as a constant, and $L_k$ is how far level $k$ lies below the metastable one (negative for a level above it). The number $d_k$ is, up to sign, the dipole matrix element along the field between level $0$ and level $k$. Within this finite model with constant widths, $F^2$ times the first limit is the Bethe–Lamb rate at which a static field quenches hydrogen 2s by mixing it with 2p, with the Lamb shift as $L_k$ for $2p_{1/2}$. The numbers $L_k,G_k,d_k$ are inputs and are not derived from atomic structure, the field-free decay of the metastable level is set to zero, and the statements concern eigenvalues in the limit $F\to0$, with no error bound at finite field and no time evolution.

The decaying levels are labelled by a finite type `ι`, which may be empty; then every sum is zero and $H$ is the $1\times1$ zero matrix.

```lean
import Mathlib

open Filter Topology Matrix

namespace StarkQuenching

noncomputable section

variable {ι : Type*}
```

The energy $z_k$ is `pole L G k`.

```lean
/-- Complex energy `-L k - i G k / 2` of the decaying level `k`, measured from the
metastable level. -/
def pole (L G : ι → ℝ) (k : ι) : ℂ := -(L k : ℂ) - Complex.I * (G k : ℂ) / 2
```

## (a) Decaying levels have nonzero complex energy

Show that $G_k>0$ implies $z_k\neq0$.

Since $\operatorname{Im}z_k=-G_k/2<0$, $z_k$ is not zero. The proof applies `Complex.im` to the assumed equation $z_k=0$, and `linarith` contradicts $G_k>0$.

```lean
/-- A level with positive width has nonzero complex energy. -/
theorem pole_ne_zero (L G : ι → ℝ) (hG : ∀ k, 0 < G k) (k : ι) : pole L G k ≠ 0 := by
  intro h
  have him := congrArg Complex.im h
  simp [pole] at him
  linarith [hG k]
```

## (b) The self-energy is smooth at zero energy

Define the self-energy per squared field, $S(z)=\sum_k d_k^2/(z-z_k)$ for complex $z$. Lean sets $x/0=0$, so `selfEnergy` has a meaningless value at $z=z_k$; every use below is at a point known to differ from all $z_k$.

```lean
variable [Fintype ι]

/-- Self-energy of the metastable level per squared field, `∑ d k ^ 2 / (z - z k)`. -/
def selfEnergy (L G d : ι → ℝ) (z : ℂ) : ℂ := ∑ k, (d k : ℂ) ^ 2 / (z - pole L G k)
```

Show that $S$ is continuously differentiable, in the complex sense, at $z=0$.

By (a) no denominator vanishes at $z=0$. Each term therefore has derivative $-d_k^2/(z-z_k)^2$, which is continuous near $0$, and a finite sum of such terms keeps the property. The statement `ContDiffAt ℂ 1 (selfEnergy L G d) 0` is obtained in the same way, by `ContDiffAt.sum` over the terms and `ContDiffAt.div` for each quotient.

```lean
/-- For positive widths the self-energy is continuously differentiable at zero energy. -/
theorem selfEnergy_contDiffAt (L G d : ι → ℝ) (hG : ∀ k, 0 < G k) :
    ContDiffAt ℂ 1 (selfEnergy L G d) 0 := by
  show ContDiffAt ℂ 1 (fun z : ℂ => ∑ k, (d k : ℂ) ^ 2 / (z - pole L G k)) 0
  refine ContDiffAt.sum fun k _ => ?_
  exact ContDiffAt.div contDiffAt_const (contDiffAt_id.sub contDiffAt_const)
    (by simpa using pole_ne_zero L G hG k)
```

## (c) Real and imaginary parts of $S(0)$

Compute $\operatorname{Re}S(0)$ and $-2\operatorname{Im}S(0)$, and show that $S(0)\neq0$ when some $d_k\neq0$.

We have $0-z_k=L_k+iG_k/2$ with squared modulus $L_k^2+G_k^2/4$, so

$$\frac{d_k^2}{0-z_k}=\frac{d_k^2\,(L_k-iG_k/2)}{L_k^2+G_k^2/4}.$$

Summing gives

$$\operatorname{Re}S(0)=\sum_k\frac{d_k^2L_k}{L_k^2+G_k^2/4},\qquad -2\operatorname{Im}S(0)=\sum_k\frac{d_k^2G_k}{L_k^2+G_k^2/4}.$$

Every term of the second sum is nonnegative, and a term with $d_k\neq0$ is positive. Then $\operatorname{Im}S(0)<0$, hence $S(0)\neq0$. In the code `h1`, `h2` and `hn` are the real part, imaginary part and squared modulus of $0-z_k$, `him` is the second sum, `d ≠ 0` says that $d$ is not the zero function, and `Finset.sum_pos'` gives the strict inequality.

```lean
/-- Real and imaginary parts of the self-energy at zero energy for positive widths; it is
nonzero as soon as one dipole element is nonzero. -/
theorem selfEnergy_zero (L G d : ι → ℝ) (hG : ∀ k, 0 < G k) :
    (selfEnergy L G d 0).re = ∑ k, d k ^ 2 * L k / (L k ^ 2 + G k ^ 2 / 4) ∧
    -2 * (selfEnergy L G d 0).im = ∑ k, d k ^ 2 * G k / (L k ^ 2 + G k ^ 2 / 4) ∧
    (d ≠ 0 → selfEnergy L G d 0 ≠ 0) := by
  have h1 : ∀ k, (0 - pole L G k).re = L k := fun k => by simp [pole]
  have h2 : ∀ k, (0 - pole L G k).im = G k / 2 := fun k => by simp [pole]
  have h3 : ∀ k, ((d k : ℂ) ^ 2).re = d k ^ 2 := fun k => by simp [sq]
  have h4 : ∀ k, ((d k : ℂ) ^ 2).im = 0 := fun k => by simp [sq]
  have hn : ∀ k, Complex.normSq (0 - pole L G k) = L k ^ 2 + G k ^ 2 / 4 := fun k => by
    rw [Complex.normSq_apply, h1, h2]; ring
  have him : -2 * (selfEnergy L G d 0).im
      = ∑ k, d k ^ 2 * G k / (L k ^ 2 + G k ^ 2 / 4) := by
    rw [selfEnergy, Complex.im_sum, Finset.mul_sum]
    refine Finset.sum_congr rfl fun k _ => ?_
    rw [Complex.div_im, hn, h1, h2, h3, h4]; ring
  refine ⟨?_, him, fun hd h0 => ?_⟩
  · rw [selfEnergy, Complex.re_sum]
    refine Finset.sum_congr rfl fun k _ => ?_
    rw [Complex.div_re, hn, h1, h2, h3, h4]; ring
  · -- a coupled level makes the imaginary part strictly negative
    obtain ⟨k, hk⟩ := Function.ne_iff.1 hd
    have hk' : d k ≠ 0 := hk
    have hpos : 0 < ∑ k, d k ^ 2 * G k / (L k ^ 2 + G k ^ 2 / 4) :=
      Finset.sum_pos' (fun j _ => by have := hG j; positivity)
        ⟨k, Finset.mem_univ _, by have := hG k; positivity⟩
    rw [← him, h0] at hpos
    simp at hpos
```

## (d) Rows of the arrow matrix

The basis is indexed by `Option ι`: `none` is level $0$ and `some k` is level $k$. The matrix has $H_{00}=0$, $H_{0k}=H_{k0}=Fd_k$, $H_{kk}=z_k$ and $H_{jk}=0$ for $j\neq k$. It is complex symmetric, and it is not Hermitian as soon as there is at least one decaying level, since $z_k$ has imaginary part $-G_k/2\neq0$. Real $d_k$ correspond to a choice of phase for each state $k$, and dipole couplings among the decaying levels are left out.

```lean
variable [DecidableEq ι]

/-- Effective Hamiltonian in a field `F`: the metastable level `none` at energy zero is
coupled by `F * d k` to each decaying level `some k`, and these are not coupled to each other. -/
def arrowH (L G d : ι → ℝ) (F : ℝ) : Matrix (Option ι) (Option ι) ℂ :=
  Matrix.of fun i j => match i, j with
    | none, none => 0
    | none, some k => (F : ℂ) * (d k : ℂ)
    | some k, none => (F : ℂ) * (d k : ℂ)
    | some j, some k => if j = k then pole L G k else 0
```

An eigenvalue is a complex $z$ with $Hv=zv$ for some vector $v\neq0$, with no normalisation required.

```lean
/-- `z` is an eigenvalue of `H`: some nonzero vector satisfies `H v = z v`. -/
def IsEigenvalue (H : Matrix (Option ι) (Option ι) ℂ) (z : ℂ) : Prop :=
  ∃ v : Option ι → ℂ, v ≠ 0 ∧ H *ᵥ v = z • v
```

Write out the components of $Hv$, where $v_0$ is `v none` and $v_k$ is `v (some k)`.

Multiplying row by row,

$$(Hv)_0=\sum_kFd_k\,v_k,\qquad (Hv)_k=Fd_k\,v_0+z_kv_k.$$

The lemma `Fintype.sum_option` splits the sum over the basis into the level-$0$ term and the sum over $k$.

```lean
/-- Components of the arrow Hamiltonian acting on a state vector. -/
theorem arrowH_mulVec (L G d : ι → ℝ) (F : ℝ) (v : Option ι → ℂ) :
    (arrowH L G d F *ᵥ v) none = ∑ k, (F : ℂ) * (d k : ℂ) * v (some k) ∧
    ∀ k, (arrowH L G d F *ᵥ v) (some k)
      = (F : ℂ) * (d k : ℂ) * v none + pole L G k * v (some k) := by
  refine ⟨?_, fun k => ?_⟩ <;>
    simp [arrowH, Matrix.mulVec, dotProduct, Fintype.sum_option]
```

## (e) The secular equation

Let $z\neq z_k$ for all $k$. Show that $z$ is an eigenvalue of $H(F)$ if and only if $z=F^2S(z)$. No sign condition on $G_k$ is needed.

Suppose $Hv=zv$ with $v\neq0$. Row $k$ reads $Fd_kv_0+z_kv_k=zv_k$, so

$$v_k=\frac{Fd_k\,v_0}{z-z_k}.$$

If $v_0$ were zero, all $v_k$ would vanish too, so $v_0\neq0$. Row $0$ reads $\sum_kFd_kv_k=zv_0$, which becomes $F^2S(z)\,v_0=zv_0$, and $v_0$ cancels.

Conversely, let $z=F^2S(z)$ and set $v_0=1$, $v_k=Fd_k/(z-z_k)$. Row $0$ gives $\sum_kF^2d_k^2/(z-z_k)=F^2S(z)=z=zv_0$. Row $k$ gives

$$Fd_k+\frac{z_kFd_k}{z-z_k}=\frac{Fd_k\,(z-z_k+z_k)}{z-z_k}=zv_k.$$

This vector is unnormalised. With $N=1+F^2\sum_jd_j^2/|z-z_j|^2$, the normalised state has population $1/N$ in level $0$ and $F^2d_k^2/(N|z-z_k|^2)$ in level $k$.

In the code `hk` is the elimination of $v_k$, `h0` is $v_0\neq0$, and `mul_right_cancel₀` cancels it. The converse builds the trial vector with `Option.elim` and checks the two kinds of row separately.

```lean
/-- Secular equation: away from the energies of the decaying levels, `z` is an eigenvalue
exactly when it equals `F ^ 2` times the self-energy at `z`. -/
theorem secular (L G d : ι → ℝ) (F : ℝ) (z : ℂ) (hz : ∀ k, z ≠ pole L G k) :
    IsEigenvalue (arrowH L G d F) z ↔ z = (F : ℂ) ^ 2 * selfEnergy L G d z := by
  constructor
  · rintro ⟨v, hv, h⟩
    obtain ⟨r0, r1⟩ := arrowH_mulVec L G d F v
    -- eliminate the amplitudes of the decaying levels
    have hk : ∀ k, v (some k) = (F : ℂ) * (d k : ℂ) * v none / (z - pole L G k) := by
      intro k
      have e := congrFun h (some k)
      rw [r1 k, Pi.smul_apply, smul_eq_mul] at e
      rw [eq_div_iff (sub_ne_zero.2 (hz k))]
      linear_combination -e
    have h0 : v none ≠ 0 := by
      intro h0
      apply hv
      funext i
      cases i with
      | none => exact h0
      | some k => rw [hk k, h0]; simp
    have e := congrFun h none
    rw [r0, Pi.smul_apply, smul_eq_mul] at e
    apply mul_right_cancel₀ h0
    rw [← e, selfEnergy, Finset.mul_sum, Finset.sum_mul]
    refine Finset.sum_congr rfl fun k _ => ?_
    rw [hk k]; ring
  · intro h
    refine ⟨fun i => Option.elim i 1 (fun k => (F : ℂ) * (d k : ℂ) / (z - pole L G k)),
      fun hv => ?_, ?_⟩
    · have h1 := congrFun hv none
      simp at h1
    · funext i
      cases i with
      | none =>
        rw [(arrowH_mulVec L G d F _).1]
        show ∑ k, (F : ℂ) * (d k : ℂ) * ((F : ℂ) * (d k : ℂ) / (z - pole L G k)) = z * 1
        rw [mul_one]
        refine Eq.trans ?_ h.symm
        rw [selfEnergy, Finset.mul_sum]
        refine Finset.sum_congr rfl fun k _ => ?_
        ring
      | some k =>
        rw [(arrowH_mulVec L G d F _).2 k]
        show (F : ℂ) * (d k : ℂ) * 1 + pole L G k * ((F : ℂ) * (d k : ℂ) / (z - pole L G k))
          = z * ((F : ℂ) * (d k : ℂ) / (z - pole L G k))
        have hne := sub_ne_zero.2 (hz k)
        field_simp
        ring
```

## (f) Weak-field limit of $\lambda/F^2$

Let all $G_k>0$, let $\lambda(F)$ be an eigenvalue of $H(F)$ for all small $F\neq0$, and let $\lambda(F)\to0$. Show that $\lambda(F)/F^2\to S(0)$.

There are finitely many $z_k$, all nonzero by (a), so for small $F$ the value $\lambda(F)$ differs from each of them. Part (e) gives $\lambda=F^2S(\lambda)$, and for $F\neq0$ this is $\lambda/F^2=S(\lambda(F))$. By (b) $S$ is continuous at $0$, so $S(\lambda(F))\to S(0)$.

The function `lam : ℝ → ℂ` is $\lambda$. The filter `𝓝[≠] (0 : ℝ)` means $F\to0$ through nonzero values of both signs, `heig` says that $\lambda(F)$ is an eigenvalue on some punctured neighbourhood of $0$, and `hlim` is $\lambda(F)\to0$. This last condition selects eigenvalues that connect to the metastable level; continuity of $\lambda$ at nonzero field is not assumed. The step `hpole` is the avoidance of the $z_k$, `hS` is $S(\lambda(F))\to S(0)$, and `hS.congr'` replaces $S(\lambda)$ by $\lambda/F^2$ where the two agree.

```lean
/-- For positive widths, along eigenvalues of the arrow matrix tending to zero with the field, `lam
F / F ^ 2` tends to the self-energy at zero energy. -/
theorem eigenvalue_div_sq_tendsto (L G d : ι → ℝ) (hG : ∀ k, 0 < G k) (lam : ℝ → ℂ)
    (heig : ∀ᶠ F in 𝓝[≠] (0 : ℝ), IsEigenvalue (arrowH L G d F) (lam F))
    (hlim : Tendsto lam (𝓝[≠] 0) (𝓝 0)) :
    Tendsto (fun F : ℝ => lam F / (F : ℂ) ^ 2) (𝓝[≠] 0) (𝓝 (selfEnergy L G d 0)) := by
  -- for small field the eigenvalue avoids all poles
  have hpole : ∀ᶠ F in 𝓝[≠] (0 : ℝ), ∀ k, lam F ≠ pole L G k :=
    eventually_all.2 fun k => hlim.eventually_ne (pole_ne_zero L G hG k).symm
  have hS := (selfEnergy_contDiffAt L G d hG).continuousAt.tendsto.comp hlim
  refine hS.congr' ?_
  filter_upwards [hpole, heig, self_mem_nhdsWithin] with F h1 h2 h3
  have hF : (F : ℂ) ≠ 0 := Complex.ofReal_ne_zero.2 h3
  show selfEnergy L G d (lam F) = lam F / (F : ℂ) ^ 2
  rw [eq_div_iff (pow_ne_zero 2 hF)]
  linear_combination -((secular L G d F (lam F) h1).1 h2)
```

## (g) The quenching rate

Under the hypotheses of (f), find the limit of $-2\operatorname{Im}\lambda(F)/F^2$.

Since $F^2$ is real, $\operatorname{Im}(\lambda/F^2)=\operatorname{Im}\lambda/F^2$. Taking the imaginary part is continuous, so (f) gives $-2\operatorname{Im}\lambda/F^2\to-2\operatorname{Im}S(0)$, and (c) evaluates the limit as $\sum_kd_k^2G_k/(L_k^2+G_k^2/4)$. Each term has the form of a rate $G_k$ times the leading-order population per squared field, $d_k^2/|z_k|^2$, suggested by (e). The proof composes (f) with `Complex.continuous_im`, multiplies by $-2$, and moves the real divisor outside with `Complex.div_ofReal_im`.

```lean
/-- Weak-field quenching rate (Bethe-Lamb form) in the finite arrow model: for positive widths,
along eigenvalues of the arrow matrix tending to zero with the field, `-2 Im lam / F ^ 2` tends to
`∑ d k ^ 2 G k / (L k ^ 2 + G k ^ 2 / 4)`. -/
theorem bethe_lamb_quenching_rate (L G d : ι → ℝ) (hG : ∀ k, 0 < G k) (lam : ℝ → ℂ)
    (heig : ∀ᶠ F in 𝓝[≠] (0 : ℝ), IsEigenvalue (arrowH L G d F) (lam F))
    (hlim : Tendsto lam (𝓝[≠] 0) (𝓝 0)) :
    Tendsto (fun F : ℝ => -2 * (lam F).im / F ^ 2) (𝓝[≠] 0)
      (𝓝 (∑ k, d k ^ 2 * G k / (L k ^ 2 + G k ^ 2 / 4))) := by
  have h := ((Complex.continuous_im.tendsto _).comp
    (eigenvalue_div_sq_tendsto L G d hG lam heig hlim)).const_mul (-2)
  rw [← (selfEnergy_zero L G d hG).2.1]
  refine h.congr fun F => ?_
  show -2 * (lam F / (F : ℂ) ^ 2).im = -2 * (lam F).im / F ^ 2
  rw [← Complex.ofReal_pow, Complex.div_ofReal_im]; ring
```

## (h) The quadratic Stark shift

Under the same hypotheses, find the limit of $\operatorname{Re}\lambda(F)/F^2$.

In the same way $\operatorname{Re}(\lambda/F^2)=\operatorname{Re}\lambda/F^2\to\operatorname{Re}S(0)=\sum_kd_k^2L_k/(L_k^2+G_k^2/4)$. A coupled level below the metastable one ($L_k>0$) contributes an upward shift, and one above it a downward shift. The proof repeats (g) with `Complex.continuous_re` and `Complex.div_ofReal_re`.

```lean
/-- Quadratic Stark shift in the finite arrow model: for positive widths, along eigenvalues of the
arrow matrix tending to zero with the field, `Re lam / F ^ 2` tends to `∑ d k ^ 2 L k / (L k ^ 2 + G
k ^ 2 / 4)`. -/
theorem quadratic_stark_shift (L G d : ι → ℝ) (hG : ∀ k, 0 < G k) (lam : ℝ → ℂ)
    (heig : ∀ᶠ F in 𝓝[≠] (0 : ℝ), IsEigenvalue (arrowH L G d F) (lam F))
    (hlim : Tendsto lam (𝓝[≠] 0) (𝓝 0)) :
    Tendsto (fun F : ℝ => (lam F).re / F ^ 2) (𝓝[≠] 0)
      (𝓝 (∑ k, d k ^ 2 * L k / (L k ^ 2 + G k ^ 2 / 4))) := by
  have h := (Complex.continuous_re.tendsto _).comp
    (eigenvalue_div_sq_tendsto L G d hG lam heig hlim)
  rw [← (selfEnergy_zero L G d hG).1]
  refine h.congr fun F => ?_
  show (lam F / (F : ℂ) ^ 2).re = (lam F).re / F ^ 2
  rw [← Complex.ofReal_pow, Complex.div_ofReal_re]
```

## (i) An eigenvalue tending to zero exists

Show that for all $G_k>0$ and any $L_k,d_k$ there is a function $\lambda(F)$ satisfying the hypotheses of (f).

If every $d_k=0$, then $S$ vanishes identically. The value $z=0$ differs from all $z_k$ and satisfies $0=F^2\cdot0$, so $\lambda=0$ works by (e).

Otherwise $S(0)\neq0$ by (c). Put $\varphi(z)=z/S(z)$, so $\varphi(0)=0$ and

$$\varphi'(0)=\frac{1\cdot S(0)-0\cdot S'(0)}{S(0)^2}=\frac1{S(0)}\neq0.$$

The inverse function theorem gives $g$ with $\varphi(g(y))=y$ for complex $y$ near $0$ and $g(y)\to0$ as $y\to0$. Set $\lambda(F)=g(F^2)$. Then $\lambda(F)\to0$, so for small $F$ we have $S(\lambda)\neq0$ by continuity and $\lambda\neq z_k$ by (a). Multiplying $\lambda/S(\lambda)=F^2$ by $S(\lambda)$ gives the secular equation, and (e) makes $\lambda(F)$ an eigenvalue.

In the code `hS` turns (b) into the strict differentiability that Mathlib's inverse function theorem asks for, and `hφ` is the quotient rule. The function $g$ is `h.localInverse`, with its two properties `hg1` and `hg2`; `hne` and `hpole` are the two small-field conditions. The theorem gives existence and says nothing about uniqueness, which (g) and (h) do not need, since they apply to every admissible $\lambda$.

```lean
/-- For positive widths there are eigenvalues `lam F` at all small nonzero fields that tend
to zero with the field. -/
theorem exists_branch (L G d : ι → ℝ) (hG : ∀ k, 0 < G k) :
    ∃ lam : ℝ → ℂ, (∀ᶠ F in 𝓝[≠] (0 : ℝ), IsEigenvalue (arrowH L G d F) (lam F)) ∧
      Tendsto lam (𝓝[≠] 0) (𝓝 0) := by
  have hz := pole_ne_zero L G hG
  by_cases hd : d = 0
  · subst hd
    exact ⟨fun _ => 0, Eventually.of_forall fun F =>
      (secular L G 0 F 0 fun k => (hz k).symm).2 (by simp [selfEnergy]), tendsto_const_nhds⟩
  have h0 := (selfEnergy_zero L G d hG).2.2 hd
  have hC := selfEnergy_contDiffAt L G d hG
  have hS : HasStrictDerivAt (selfEnergy L G d) (deriv (selfEnergy L G d) 0) 0 :=
    hC.hasStrictDerivAt (by norm_num)
  -- invert the secular equation `z / S z = F ^ 2` near `z = 0`
  have hφ : HasStrictDerivAt (fun z : ℂ => z / selfEnergy L G d z)
      ((1 * selfEnergy L G d 0 - 0 * deriv (selfEnergy L G d) 0) / selfEnergy L G d 0 ^ 2) 0 :=
    (hasStrictDerivAt_id (0 : ℂ)).div hS h0
  have h := hφ.hasStrictFDerivAt_equiv (by simp [h0])
  obtain ⟨g, hg1, hg2⟩ : ∃ g : ℂ → ℂ,
      (∀ᶠ y in 𝓝 (0 / selfEnergy L G d 0), g y / selfEnergy L G d (g y) = y) ∧
        Tendsto g (𝓝 (0 / selfEnergy L G d 0)) (𝓝 0) :=
    ⟨h.localInverse _ _ _, h.eventually_right_inverse, h.localInverse_tendsto⟩
  rw [zero_div] at hg1 hg2
  have hc : Continuous fun F : ℝ => (F : ℂ) ^ 2 := by fun_prop
  have hsq : Tendsto (fun F : ℝ => (F : ℂ) ^ 2) (𝓝[≠] 0) (𝓝 0) :=
    (hc.tendsto' 0 0 (by simp)).mono_left nhdsWithin_le_nhds
  have hlim : Tendsto (fun F : ℝ => g ((F : ℂ) ^ 2)) (𝓝[≠] 0) (𝓝 0) := hg2.comp hsq
  have hne : ∀ᶠ F : ℝ in 𝓝[≠] 0, selfEnergy L G d (g ((F : ℂ) ^ 2)) ≠ 0 :=
    (hC.continuousAt.tendsto.comp hlim).eventually_ne h0
  have hpole : ∀ᶠ F : ℝ in 𝓝[≠] 0, ∀ k, g ((F : ℂ) ^ 2) ≠ pole L G k :=
    eventually_all.2 fun k => hlim.eventually_ne (hz k).symm
  refine ⟨_, ?_, hlim⟩
  filter_upwards [hne, hpole, hsq.eventually hg1] with F h1 h2 h3
  exact (secular L G d F _ h2).2 ((div_eq_iff h1).1 h3)

end

end StarkQuenching
```

```lean
#print axioms StarkQuenching.bethe_lamb_quenching_rate
-- 'StarkQuenching.bethe_lamb_quenching_rate' depends on axioms: [propext, Classical.choice, Quot.sound]
#print axioms StarkQuenching.quadratic_stark_shift
-- 'StarkQuenching.quadratic_stark_shift' depends on axioms: [propext, Classical.choice, Quot.sound]
#print axioms StarkQuenching.exists_branch
-- 'StarkQuenching.exists_branch' depends on axioms: [propext, Classical.choice, Quot.sound]
```

## One decaying level with $L=3$, $G=8$, $d=1$

What follows is arithmetic on $2\times2$ matrices and is not contained in the Lean file. With a single decaying level of energy $z_1=-3-4i$,

$$H(F)=\begin{pmatrix}0&F\\F&-3-4i\end{pmatrix},\qquad S(0)=\frac1{3+4i}=0.12-0.16i.$$

The limits are $8/25=0.32$ for the rate and $3/25=0.12$ for the shift. The eigenvalues solve $z(z+3+4i)=F^2$. At $F=0.5$ the small root is $\lambda\approx0.03047-0.03981i$, so $-2\operatorname{Im}\lambda/F^2\approx0.3185$ and $\operatorname{Re}\lambda/F^2\approx0.1219$, close to the limits.

## The other root, and a level at zero energy

The same matrix shows what `hlim` does. The roots sum to $-3-4i$, so the second one is $\mu(F)=-3-4i-\lambda(F)$, about $-3.0305-3.9602i$ at $F=0.5$. It is an eigenvalue for every $F$, so `heig` holds, but it tends to $-3-4i$. Then $-2\operatorname{Im}\mu/F^2$ grows like $8/F^2$ instead of approaching $0.32$.

If `hG` is removed, take $L=G=0$ and $d=1$. The matrix has zero diagonal and eigenvalues $\pm F$. The choice $\lambda(F)=|F|$ satisfies `heig` and `hlim`, yet $\operatorname{Re}\lambda/F^2=1/|F|$ has no finite limit. This is the linear Stark effect of two degenerate stable levels, and the argument breaks at (a), because $z_1=0$.
